# A full-rank lattice in space with a half turn about x and a third of a turn about [111] is simple, face-centred or body-centred cubic

## Crystals without a fourfold rotation axis

Zinc blende has twofold axes along three perpendicular directions and threefold axes along the cube diagonals, but no fourfold rotation axis. Its rotations are the twelve of a regular tetrahedron. Which translation lattices can a crystal with these rotations have?

Lay the coordinate axes along the twofold axes. Two operations then generate all twelve rotations: the half turn $(x,y,z)\mapsto(x,-y,-z)$ and the cyclic permutation $(x,y,z)\mapsto(z,x,y)$, a third of a turn about $[111]$. A lattice that both map into itself turns out to be of one of three types, provided its three generating vectors are linearly independent.

In electronic-structure work the type of a cubic lattice and its cube edge together fix the Brillouin zone. The result narrows the type to three candidates for an ideal, infinite lattice in the orientation just described; the two rotations alone do not decide between them.

## Three possible lattices

Let $A$ be a real $3\times3$ matrix with $\det A\neq0$, and let $L=A\mathbb Z^3$ be the set of integer combinations of its columns. If both rotations map $L$ into itself, there is a $c>0$ such that $L$ is $c$ times one of these sets:

- all integer triples (simple cubic, cube edge $c$);
- the integer triples with even sum (face-centred cubic, cube edge $2c$);
- the integer triples whose entries have equal parity (body-centred cubic, cube edge $2c$).

In Lean this is `cubic_classification`. Vectors have type `Fin 3 → ℝ`, with indices 0, 1, 2 for $x,y,z$ and lengths as pure numbers. The lattice is `lattice A`, an additive subgroup, and the columns of `A` are the primitive vectors. The hypothesis `hA` says that they are linearly independent. `MapsInto R L` says that the matrix `R` sends each vector of `L` to a vector of `L`; for these two rotations "into" already means "onto", since a power of each is the identity. The conclusion is an equality of sets, with `scaled c P` for the set `P` of integer triples multiplied by $c$.

The theorem runs from symmetry to lattice type, for the cubic system alone. It takes the lattice and its orientation as given: extracting the translation lattice from the atomic positions of a real crystal, in axes aligned with its twofold axes, is a step to be made beforehand.

## From an axis period to parities

**The projection.** Let $v=(x,y,z)\in L$. Adding its image under the half turn gives
$$(x,y,z)+(x,-y,-z)=(2x,0,0)\in L.$$

**The period on the x axis.** Suppose $(t,0,0)=An$ with $n\in\mathbb Z^3$. Then $n_j=(A^{-1})_{j0}\,t$ for each $j$. Column 0 of $A^{-1}$ is not zero, so some $\beta=(A^{-1})_{j0}$ is nonzero. If $0<t<1/|\beta|$, then $|n_j|<1$, so the integer $n_j$ is zero and $t=0$, a contradiction. The allowed values of $t$ therefore form a subgroup of $\mathbb R$ with a gap above zero.

This subgroup contains more than zero. Otherwise $2x=0$ for every lattice vector, including the columns of $A$, and row 0 of $A$ would vanish, against $\det A\ne0$. Because of the gap, different elements lie at least $1/|\beta|$ apart, so there is a smallest positive element $a$. Subtracting from any $t$ the largest multiple of $a$ not above it leaves an element in $[0,a)$, which must be zero. The values of $t$ are thus exactly the integer multiples of $a$.

**All three coordinates.** The cyclic permutation brings $y$ and $z$ in turn to the first place, so $2x$, $2y$ and $2z$ are all integer multiples of $a$. Every lattice vector has the form
$$v=\tfrac a2(p,q,r),\qquad p,q,r\in\mathbb Z.$$
Let $M$ be the set of triples $(p,q,r)$ that occur. It is closed under addition and cyclic permutation. It contains every $(2p,0,0)$, but not $(1,0,0)$, because $a/2$ is not an integer multiple of $a$.

**Parities.** Permuting and adding the triples $(2p,0,0)$ gives every $(2p,2q,2r)$. Adding these changes no parity, so membership in $M$ depends on parities only, and eight classes remain. The class of $(0,0,0)$ belongs to $M$. The three classes with one odd entry do not, by cyclic symmetry. The three with two odd entries belong together or not at all. They cannot occur alongside $(1,1,1)$, since
$$(1,1,0)+(1,1,1)=(2,2,1)$$
has the parities of $(0,0,1)$. Three cases are left:

- neither kind occurs: $p,q,r$ are all even and $L=a\mathbb Z^3$, so $c=a$;
- two odd entries occur: $M$ is the set of even-sum triples and $c=a/2$;
- three odd entries occur: $M$ is the set of equal-parity triples and $c=a/2$.

In each case $a$ is the edge of the conventional cube.

## A face-centred basis in numbers

Take the columns $(0,1,1)$, $(1,0,1)$ and $(1,1,0)$. The determinant is 2, and
$$An=(n_1+n_2,\;n_0+n_2,\;n_0+n_1).$$
The half turn sends $(1,0,1)$ to $(1,0,-1)=-(0,1,1)+(1,1,0)$, again a lattice vector. A point lies on the x axis when $n_1=n_2=-n_0$, which gives $(2n_1,0,0)$. Hence $a=2$. The vector $(1,1,0)$ has two odd entries in units of $a/2=1$, so the lattice consists of the even-sum triples with $c=1$.

## The degenerate case

For $A=0$ the lattice is the single point 0. Both rotations preserve it, yet it is none of the three types, so the zero matrix has to be excluded. It is also the only singular matrix that the symmetries allow: a nonzero lattice vector, permuted so that $x\neq0$, yields $(2x,0,0)$ and its two cyclic images, which span space.

## The Lean file and its proof

```lean
import Mathlib

open Matrix

namespace CubicBravais

noncomputable section

/-- The additive group of all integer combinations of the columns of `A`; it is a Bravais lattice
when `A` is invertible. -/
def lattice (A : Matrix (Fin 3) (Fin 3) ℝ) : AddSubgroup (Fin 3 → ℝ) where
  carrier := {v | ∃ n : Fin 3 → ℤ, v = A *ᵥ (fun i => (n i : ℝ))}
  zero_mem' := ⟨0, by ext i; simp [Matrix.mulVec, dotProduct]⟩
  add_mem' := by
    rintro _ _ ⟨m, rfl⟩ ⟨n, rfl⟩
    exact ⟨m + n, by rw [← Matrix.mulVec_add]; congr 1; ext i; simp⟩
  neg_mem' := by
    rintro _ ⟨n, rfl⟩
    exact ⟨-n, by rw [← Matrix.mulVec_neg]; congr 1; ext i; simp⟩

/-- The matrix `R` maps every vector of `L` to a vector of `L`. -/
def MapsInto (R : Matrix (Fin 3) (Fin 3) ℝ) (L : AddSubgroup (Fin 3 → ℝ)) : Prop :=
  ∀ v ∈ L, R *ᵥ v ∈ L

/-- The half turn about the x axis, diag(1, -1, -1). -/
def twofold : Matrix (Fin 3) (Fin 3) ℝ := !![1, 0, 0; 0, -1, 0; 0, 0, -1]

/-- The cyclic coordinate permutation, a third of a turn about the cube diagonal. -/
def threefold : Matrix (Fin 3) (Fin 3) ℝ := !![0, 0, 1; 1, 0, 0; 0, 1, 0]

/-- The integer triples with even sum. -/
def faceCentred : Set (Fin 3 → ℤ) := {n | (n 0 + n 1 + n 2) % 2 = 0}

/-- The integer triples whose entries all have the same parity. -/
def bodyCentred : Set (Fin 3 → ℤ) := {n | n 0 % 2 = n 1 % 2 ∧ n 1 % 2 = n 2 % 2}

/-- The set `P` of integer triples, scaled by the factor `c`. -/
def scaled (c : ℝ) (P : Set (Fin 3 → ℤ)) : Set (Fin 3 → ℝ) :=
  {v | ∃ n ∈ P, v = fun i => c * (n i : ℝ)}

/-- The action of the two rotations on the coordinates of a vector. -/
theorem rotation_action (v : Fin 3 → ℝ) :
    twofold *ᵥ v = ![v 0, -v 1, -v 2] ∧ threefold *ᵥ v = ![v 2, v 0, v 1] := by
  constructor <;> ext i <;> fin_cases i <;>
    simp [twofold, threefold, Matrix.mulVec, dotProduct, Fin.sum_univ_three]

/-- In a lattice with the twofold axis, twice the projection of a lattice vector on that axis
is a lattice vector. -/
theorem double_projection {L : AddSubgroup (Fin 3 → ℝ)} (h2 : MapsInto twofold L)
    {v : Fin 3 → ℝ} (hv : v ∈ L) : ![2 * v 0, 0, 0] ∈ L := by
  have h := L.add_mem hv (h2 v hv)
  rw [(rotation_action v).1] at h
  convert h using 1
  ext i
  fin_cases i <;> simp
  ring

/-- If `A` is invertible and its lattice has the twofold axis, the lattice points on that axis
are the integer multiples of a period `a > 0`. -/
theorem exists_axis_period (A : Matrix (Fin 3) (Fin 3) ℝ) (hA : A.det ≠ 0)
    (h2 : MapsInto twofold (lattice A)) :
    ∃ a : ℝ, 0 < a ∧ ∀ t : ℝ, ![t, 0, 0] ∈ lattice A ↔ ∃ k : ℤ, t = k * a := by
  have hu : IsUnit A.det := isUnit_iff_ne_zero.mpr hA
  let S : AddSubgroup ℝ := (lattice A).comap
    (AddMonoidHom.mk' (fun t : ℝ => (![t, 0, 0] : Fin 3 → ℝ))
      (by intro s t; ext i; fin_cases i <;> simp))
  have hS : ∀ t, t ∈ S ↔ ![t, 0, 0] ∈ lattice A := fun t => Iff.rfl
  obtain ⟨j, hj⟩ : ∃ j, A⁻¹ j 0 ≠ 0 := by
    by_contra! h
    exact (Matrix.isUnit_nonsing_inv_det A hu).ne_zero
      (Matrix.det_eq_zero_of_column_eq_zero 0 h)
  -- the j-th lattice coordinate is an integer, so zero is isolated on the axis
  obtain ⟨b, hb⟩ : ∃ b, S = AddSubgroup.closure {b} := by
    apply AddSubgroup.cyclic_of_isolated_zero (one_div_pos.mpr (abs_pos.mpr hj))
    rw [Set.disjoint_left]
    rintro t ht ⟨h0, h1⟩
    obtain ⟨n, hn⟩ := (hS t).1 ht
    have hm : A⁻¹ j 0 * t = n j := by
      have h := congrArg (fun v => (A⁻¹ *ᵥ v) j) hn
      simp only [Matrix.mulVec_mulVec, Matrix.nonsing_inv_mul A hu, Matrix.one_mulVec] at h
      rw [← h]
      simp [Matrix.mulVec, dotProduct, Fin.sum_univ_three]
    rw [lt_div_iff₀ (abs_pos.mpr hj)] at h1
    have hlt : |(n j : ℝ)| < 1 := by
      rw [← hm, abs_mul, abs_of_pos h0, mul_comm]; exact h1
    have hn0 : n j = 0 := Int.abs_lt_one_iff.mp (by exact_mod_cast hlt)
    rw [hn0, Int.cast_zero] at hm
    exact mul_ne_zero hj h0.ne' hm
  have hmem : ∀ t : ℝ, ![t, 0, 0] ∈ lattice A ↔ ∃ k : ℤ, t = k * b := by
    intro t
    rw [← hS, hb, AddSubgroup.mem_closure_singleton]
    exact exists_congr fun k => by rw [zsmul_eq_mul, eq_comm]
  -- a vanishing period would make the first row of A vanish
  have hb0 : b ≠ 0 := by
    intro h
    refine hA (Matrix.det_eq_zero_of_row_eq_zero 0 fun k => ?_)
    have hk : (fun i => A i k) ∈ lattice A :=
      ⟨Pi.single k 1, by ext i; simp [Matrix.mulVec, dotProduct, Pi.single_apply]⟩
    obtain ⟨m, hm⟩ := (hmem _).1 (double_projection h2 hk)
    simpa [h] using hm
  refine ⟨|b|, abs_pos.mpr hb0, fun t => (hmem t).trans ?_⟩
  rcases abs_choice b with h | h
  · rw [h]
  · rw [h]
    constructor <;> rintro ⟨k, rfl⟩ <;> exact ⟨-k, by push_cast; ring⟩

/-- A family of integer triples closed under addition and cyclic permutation, containing all
`(2p, 0, 0)` but not `(1, 0, 0)`, consists of the all-even, the even-sum or the equal-parity
triples. -/
theorem parity_patterns (M : ℤ → ℤ → ℤ → Prop)
    (hadd : ∀ p q r p' q' r', M p q r → M p' q' r' → M (p + p') (q + q') (r + r'))
    (hcyc : ∀ p q r, M p q r → M r p q) (htwo : ∀ p, M (2 * p) 0 0) (hone : ¬ M 1 0 0) :
    (∀ p q r, M p q r ↔ p % 2 = 0 ∧ q % 2 = 0 ∧ r % 2 = 0) ∨
    (∀ p q r, M p q r ↔ (p + q + r) % 2 = 0) ∨
    (∀ p q r, M p q r ↔ p % 2 = q % 2 ∧ q % 2 = r % 2) := by
  have heven : ∀ p q r, M (2 * p) (2 * q) (2 * r) := by
    intro p q r
    have hq := hcyc _ _ _ (htwo q)
    have hr := hcyc _ _ _ (hcyc _ _ _ (htwo r))
    simpa using hadd _ _ _ _ _ _ (hadd _ _ _ _ _ _ (htwo p) hq) hr
  -- membership depends on parities only
  have shift : ∀ p q r p' q' r', M p q r → p' % 2 = p % 2 → q' % 2 = q % 2 →
      r' % 2 = r % 2 → M p' q' r' := by
    intro p q r p' q' r' h hp hq hr
    have h' := hadd _ _ _ _ _ _ h (heven ((p' - p) / 2) ((q' - q) / 2) ((r' - r) / 2))
    have e1 : p + 2 * ((p' - p) / 2) = p' := by omega
    have e2 : q + 2 * ((q' - q) / 2) = q' := by omega
    have e3 : r + 2 * ((r' - r) / 2) = r' := by omega
    rwa [e1, e2, e3] at h'
  have red : ∀ p q r, M p q r ↔ M (p % 2) (q % 2) (r % 2) := fun p q r =>
    ⟨fun h => shift _ _ _ _ _ _ h (by omega) (by omega) (by omega),
      fun h => shift _ _ _ _ _ _ h (by omega) (by omega) (by omega)⟩
  have h000 : M 0 0 0 := by simpa using htwo 0
  have h001 : ¬ M 0 0 1 := fun h => hone (hcyc _ _ _ h)
  have h010 : ¬ M 0 1 0 := fun h => h001 (hcyc _ _ _ h)
  have h011 : M 0 1 1 ↔ M 1 1 0 := ⟨fun h => hcyc _ _ _ (hcyc _ _ _ h), hcyc _ _ _⟩
  have h101 : M 1 0 1 ↔ M 1 1 0 := ⟨hcyc _ _ _, fun h => hcyc _ _ _ (hcyc _ _ _ h)⟩
  -- face and body centring together would give (0, 0, 1)
  have hfb : M 1 1 0 → ¬ M 1 1 1 := fun hf h => h001
    (shift _ _ _ 0 0 1 (hadd _ _ _ _ _ _ hf h) (by norm_num) (by norm_num) (by norm_num))
  have hcases : (M 1 1 0 ∧ ¬ M 1 1 1) ∨ (¬ M 1 1 0 ∧ M 1 1 1) ∨ (¬ M 1 1 0 ∧ ¬ M 1 1 1) := by
    tauto
  rcases hcases with ⟨hf, hb⟩ | ⟨hf, hb⟩ | ⟨hf, hb⟩
  on_goal 1 => refine Or.inr (Or.inl ?_)
  on_goal 2 => refine Or.inr (Or.inr ?_)
  on_goal 3 => refine Or.inl ?_
  all_goals
    intro p q r
    rw [red p q r]
    rcases Int.emod_two_eq_zero_or_one p with hp | hp <;>
    rcases Int.emod_two_eq_zero_or_one q with hq | hq <;>
    rcases Int.emod_two_eq_zero_or_one r with hr | hr <;>
    simp [hp, hq, hr, h000, hone, h001, h010, h011, h101, hf, hb] <;> omega

/-- If `A` is invertible and its lattice is mapped into itself by diag(1, -1, -1) and by the
cyclic coordinate permutation, the lattice is a positive multiple of the integer triples, of the
even-sum triples or of the equal-parity triples. -/
theorem cubic_classification (A : Matrix (Fin 3) (Fin 3) ℝ) (hA : A.det ≠ 0)
    (h2 : MapsInto twofold (lattice A)) (h3 : MapsInto threefold (lattice A)) :
    ∃ c : ℝ, 0 < c ∧ ((lattice A : Set (Fin 3 → ℝ)) = scaled c Set.univ ∨
      (lattice A : Set (Fin 3 → ℝ)) = scaled c faceCentred ∨
      (lattice A : Set (Fin 3 → ℝ)) = scaled c bodyCentred) := by
  obtain ⟨a, ha, hax⟩ := exists_axis_period A hA h2
  have hT : ∀ v ∈ lattice A, ![v 2, v 0, v 1] ∈ lattice A := by
    intro v hv
    rw [← (rotation_action v).2]
    exact h3 v hv
  -- lattice vectors measured in units of half the axis period
  let M : ℤ → ℤ → ℤ → Prop := fun p q r =>
    (![a / 2 * (p : ℝ), a / 2 * (q : ℝ), a / 2 * (r : ℝ)] : Fin 3 → ℝ) ∈ lattice A
  have hvec : ∀ n : Fin 3 → ℤ, (fun i => a / 2 * (n i : ℝ)) =
      ![a / 2 * (n 0 : ℝ), a / 2 * (n 1 : ℝ), a / 2 * (n 2 : ℝ)] := by
    intro n; ext i; fin_cases i <;> rfl
  have hL : ∀ v, v ∈ lattice A ↔
      ∃ n : Fin 3 → ℤ, M (n 0) (n 1) (n 2) ∧ v = fun i => a / 2 * (n i : ℝ) := by
    intro v
    constructor
    · intro hv
      have key : ∀ i, ∃ k : ℤ, 2 * v i = k * a := by
        intro i
        fin_cases i
        · exact (hax _).1 (double_projection h2 hv)
        · exact (hax _).1 (double_projection h2 (hT _ (hT v hv)))
        · exact (hax _).1 (double_projection h2 (hT v hv))
      choose n hn using key
      have hv' : v = fun i => a / 2 * (n i : ℝ) := by
        ext i
        linear_combination hn i / 2
      refine ⟨n, ?_, hv'⟩
      change ![_, _, _] ∈ lattice A
      rw [← hvec, ← hv']
      exact hv
    · rintro ⟨n, hn, rfl⟩
      rw [hvec]
      exact hn
  have hadd : ∀ p q r p' q' r', M p q r → M p' q' r' → M (p + p') (q + q') (r + r') := by
    intro p q r p' q' r' h h'
    change (![_, _, _] : Fin 3 → ℝ) ∈ lattice A
    convert (lattice A).add_mem h h' using 1
    ext i
    fin_cases i <;> simp <;> ring
  have htwo : ∀ p, M (2 * p) 0 0 := by
    intro p
    change (![_, _, _] : Fin 3 → ℝ) ∈ lattice A
    convert (hax (p * a)).2 ⟨p, rfl⟩ using 1
    ext i
    fin_cases i <;> simp
    ring
  have hone : ¬ M 1 0 0 := by
    intro h
    obtain ⟨k, hk⟩ := (hax (a / 2)).1 (by simpa [M] using h)
    have hk' : (2 * k : ℝ) = 1 :=
      mul_left_cancel₀ ha.ne' (by linear_combination (-2) * hk)
    have hk2 : 2 * k = 1 := by exact_mod_cast hk'
    omega
  rcases parity_patterns M hadd (fun p q r h => hT _ h) htwo hone with h | h | h
  · refine ⟨a, ha, Or.inl ?_⟩
    ext v
    refine (hL v).trans ⟨?_, ?_⟩
    · rintro ⟨n, hn, rfl⟩
      have hn' := (h _ _ _).1 hn
      have key : ∀ i, n i % 2 = 0 := by
        intro i
        fin_cases i
        exacts [hn'.1, hn'.2.1, hn'.2.2]
      choose m hm using fun i => Int.dvd_of_emod_eq_zero (key i)
      exact ⟨m, trivial, by ext i; rw [hm i]; push_cast; ring⟩
    · rintro ⟨n, -, rfl⟩
      exact ⟨fun i => 2 * n i, (h (2 * n 0) (2 * n 1) (2 * n 2)).2 (by omega),
        by ext i; push_cast; ring⟩
  · refine ⟨a / 2, half_pos ha, Or.inr (Or.inl ?_)⟩
    ext v
    exact (hL v).trans (exists_congr fun n => and_congr (h _ _ _) Iff.rfl)
  · refine ⟨a / 2, half_pos ha, Or.inr (Or.inr ?_)⟩
    ext v
    exact (hL v).trans (exists_congr fun n => and_congr (h _ _ _) Iff.rfl)

/-- The matrix with columns (0,1,1), (1,0,1), (1,1,0) is invertible, and its lattice is mapped
into itself by the twofold and the threefold rotation. -/
theorem cubic_classification_witness :
    (!![0, 1, 1; 1, 0, 1; 1, 1, 0] : Matrix (Fin 3) (Fin 3) ℝ).det ≠ 0 ∧
      MapsInto twofold (lattice !![0, 1, 1; 1, 0, 1; 1, 1, 0]) ∧
      MapsInto threefold (lattice !![0, 1, 1; 1, 0, 1; 1, 1, 0]) := by
  refine ⟨by simp [Matrix.det_fin_three], ?_, ?_⟩
  · rintro _ ⟨n, rfl⟩
    refine ⟨![-n 0 - n 1 - n 2, n 2, n 1], ?_⟩
    rw [(rotation_action _).1]
    ext i
    fin_cases i <;> simp [Matrix.mulVec, dotProduct, Fin.sum_univ_three] <;> ring
  · rintro _ ⟨n, rfl⟩
    refine ⟨![n 2, n 0, n 1], ?_⟩
    rw [(rotation_action _).2]
    ext i
    fin_cases i <;> simp [Matrix.mulVec, dotProduct, Fin.sum_univ_three] <;> ring

end

end CubicBravais
```

```lean
#print axioms CubicBravais.cubic_classification
```

```
'CubicBravais.cubic_classification' depends on axioms: [propext, Classical.choice, Quot.sound]
```

`rotation_action` computes the two rotations in coordinates, and `double_projection` is the sum that gives $(2x,0,0)$.

`exists_axis_period` pulls the lattice back along $t\mapsto(t,0,0)$ to a subgroup `S` of the real line. The integer coordinate $n_j$ provides the gap, and `AddSubgroup.cyclic_of_isolated_zero` takes the place of the argument with the smallest positive element. It returns a generator `b` of either sign. The columns of `A` show that `b` is nonzero, and the period is $|b|$.

`parity_patterns` is the purely integer part, with $M$ written as a predicate on three integers. Its step `shift` says that only parities matter, and `hfb` excludes two and three odd entries together. After the split into three cases, the eight parity classes are checked by `simp` and `omega`.

`cubic_classification` joins the two parts. The step `hL` writes each lattice vector as $a/2$ times an integer triple, while `hadd`, `hT`, `htwo` and `hone` supply the properties of $M$, with `hT` giving the closure under cyclic permutation. In the all-even case the integers are halved, which turns the scale $a/2$ into $a$; in the other two the parity pattern is already the required set.

`cubic_classification_witness` shows that the face-centred basis above satisfies all three hypotheses, by giving the integer coefficients of each rotated vector.
